# A Positive Scissors Shift Raises a Nonzero Oscillator Sum at Fixed Dipoles and Lowers It at Fixed Velocities

When a scissors correction moves the excitation energies, something must be said about the transition matrix elements. Either the dipoles or the velocities can be kept from the uncorrected calculation, but not both, because the velocity is a commutator with the Hamiltonian, which has changed. The choice decides whether the summed oscillator strength goes up or down.

## The two corrected sums

Take finitely many transitions s with energies w_s > 0 and complex dipoles x_s, not all zero. The shift D > 0 stands for a quasiparticle correction to the gap, idealised as the same for every transition. With ħ = 1 and constant prefactors omitted, the unshifted sum is

L = Σ w_s |x_s|².

In the level basis the Hamiltonian is diagonal, and the correction raises each empty level by D. Between an occupied level v and an empty level c, the velocity operator i[H, X] then has the element

i(E_c + D − E_v) X_cv = i(w + D)x, where w = E_c − E_v and x = X_cv.

The uncorrected velocity is p = iwx, with |p|² = w²|x|². Fixed dipoles and fixed velocities therefore give different sums:

L_D = Σ (w_s + D)|x_s|² = L + D Σ |x_s|²,

V_D = Σ |p_s|²/(w_s + D) = Σ w_s²|x_s|²/(w_s + D).

Subtracting the second from L term by term gives

w_s|x_s|² − w_s²|x_s|²/(w_s + D) = D w_s|x_s|²/(w_s + D),

L − V_D = D Σ w_s|x_s|²/(w_s + D).

Neither the excess nor the deficit has a negative term, and a nonzero dipole makes both positive. Hence V_D < L < L_D.

The corresponding terms of L_D and V_D multiply to (w_s|x_s|²)², so Cauchy–Schwarz gives

L² ≤ L_D V_D.

For a single transition this is an equality: L is the geometric mean of the corrected sums. As D → 0 both corrected sums return to L.

Finally, rescale one old velocity by r ≥ 0 and require the shifted length-form strength:

r²w²|x|²/(w + D) = (w + D)|x|².

For x ≠ 0 this means (rw)² = (w + D)², and since both bases are nonnegative, r = (w + D)/w.

For optical spectra of independent-particle transitions with a rigid gap shift, the inequalities show the direction in which each prescription moves the summed oscillator strength of the transitions included.

## Levels, transitions and strengths in Lean

The type `n` labels levels and `ι` labels transitions.

```lean
import Mathlib

open Matrix

namespace ScissorsSumRule

noncomputable section

variable {ι n : Type*} [Fintype ι] [Fintype n] [DecidableEq n]
```

The finite set `empty` specifies which levels are raised.

```lean
/-- The level energies after a scissors correction: each empty level is raised by `D`,
and the other levels stay in place. -/
def scissors (E : n → ℝ) (empty : Finset n) (D : ℝ) (i : n) : ℝ :=
  if i ∈ empty then E i + D else E i
```

The Hamiltonian is a finite diagonal matrix, and `X` below is any complex matrix of the same size.

```lean
/-- The Hamiltonian with level energies `E`, written in its own eigenbasis. -/
def levelHamiltonian (E : n → ℝ) : Matrix n n ℂ :=
  Matrix.diagonal (fun i => (E i : ℂ))

/-- The velocity operator `i[H, X]` belonging to the Hamiltonian `H` and the position `X`. -/
def velocityOp (H X : Matrix n n ℂ) : Matrix n n ℂ :=
  Complex.I • (H * X - X * H)
```

For a single transition, `velocity` records the element iwx.

```lean
/-- The velocity element `i w x` of a transition with energy `w` and dipole `x`. -/
def velocity (w : ℝ) (x : ℂ) : ℂ := Complex.I * (w : ℂ) * x
```

The two sums take energies and matrix elements as separate arguments, so either kind of element can be held fixed while the energies move.

```lean
/-- The oscillator sum in length form, `∑ w |x|²`. -/
def lengthSum (w : ι → ℝ) (x : ι → ℂ) : ℝ := ∑ s, w s * ‖x s‖ ^ 2

/-- The oscillator sum in velocity form, `∑ |p|² / w`, for nonzero transition energies `w`. -/
def velocitySum (w : ι → ℝ) (p : ι → ℂ) : ℝ := ∑ s, ‖p s‖ ^ 2 / w s
```

## The velocity element after the shift

Multiplication by a diagonal matrix on the left or right supplies the two level energies. The hypotheses `hc` and `hv` select the raised and unraised cases, and `ring` collects the difference.

```lean
/-- Between an occupied level `v` and an empty level `c`, the velocity operator of the
scissors-corrected Hamiltonian has the element `i (E c - E v + D) X c v`. -/
theorem velocityOp_scissors (E : n → ℝ) (empty : Finset n) (D : ℝ) (X : Matrix n n ℂ)
    {c v : n} (hc : c ∈ empty) (hv : v ∉ empty) :
    velocityOp (levelHamiltonian (scissors E empty D)) X c v
      = velocity (E c - E v + D) (X c v) := by
  simp only [velocityOp, levelHamiltonian, velocity, scissors, Matrix.smul_apply,
    Matrix.sub_apply, Matrix.diagonal_mul, Matrix.mul_diagonal, smul_eq_mul, hc, hv,
    if_true, if_false]
  push_cast
  ring
```

This identity motivates the velocities used below. The sum theorems take positive energies and complex dipoles as given, without requiring that they come from one matrix `X`; the strict ordering also needs at least one nonzero dipole.

```lean
/-- The squared modulus of a velocity element is `w² |x|²`. -/
theorem norm_velocity_sq (w : ℝ) (x : ℂ) : ‖velocity w x‖ ^ 2 = w ^ 2 * ‖x‖ ^ 2 := by
  rw [velocity, norm_mul, norm_mul, Complex.norm_I, Complex.norm_real, one_mul, mul_pow,
    Real.norm_eq_abs, sq_abs]
```

## Excess, deficit and strict ordering

The excess follows by distributing the product over w_s + D.

```lean
/-- With fixed dipoles, a rigid shift `D` changes the oscillator sum by `D ∑ |x|²`. -/
theorem lengthSum_shift (w : ι → ℝ) (x : ι → ℂ) (D : ℝ) :
    lengthSum (fun s => w s + D) x = lengthSum w x + D * ∑ s, ‖x s‖ ^ 2 := by
  simp only [lengthSum, add_mul, Finset.sum_add_distrib, Finset.mul_sum]
```

For the deficit, the two sums are merged and compared term by term; `field_simp` clears the nonzero denominator w_s + D.

```lean
/-- With fixed velocities, positive transition energies and a shift `D ≥ 0`, the oscillator
sum falls short of the unshifted one by `D ∑ w |x|² / (w + D)`. -/
theorem velocitySum_deficit (w : ι → ℝ) (x : ι → ℂ) {D : ℝ}
    (hw : ∀ s, 0 < w s) (hD : 0 ≤ D) :
    lengthSum w x - velocitySum (fun s => w s + D) (fun s => velocity (w s) (x s))
      = D * ∑ s, w s * ‖x s‖ ^ 2 / (w s + D) := by
  simp only [lengthSum, velocitySum, norm_velocity_sq]
  rw [← Finset.sum_sub_distrib, Finset.mul_sum]
  refine Finset.sum_congr rfl fun s _ => ?_
  have h : w s + D ≠ 0 := by linarith [hw s]
  field_simp
  ring
```

In the main theorem, `hx` provides a bright transition `t`. The lemma `Finset.sum_pos'` needs nonnegative terms and one positive term, which `t` supplies in both halves. Multiplying by D and inserting the exact differences gives the inequalities.

```lean
/-- For positive transition energies, dipoles that are not all zero and a rigid shift `D > 0`,
the oscillator sum with fixed velocities lies strictly below the unshifted sum, and the one
with fixed dipoles lies strictly above it. -/
theorem scissors_sum_rule (w : ι → ℝ) (x : ι → ℂ) {D : ℝ}
    (hw : ∀ s, 0 < w s) (hx : ∃ s, x s ≠ 0) (hD : 0 < D) :
    velocitySum (fun s => w s + D) (fun s => velocity (w s) (x s)) < lengthSum w x ∧
      lengthSum w x < lengthSum (fun s => w s + D) x := by
  obtain ⟨t, ht⟩ := hx
  have hn : 0 < ‖x t‖ := norm_pos_iff.mpr ht
  constructor
  · -- the deficit is positive, since one transition is bright
    have hpos : 0 < ∑ s, w s * ‖x s‖ ^ 2 / (w s + D) := by
      refine Finset.sum_pos' (fun s _ => ?_) ⟨t, Finset.mem_univ t, ?_⟩
      · have := hw s
        positivity
      · have := hw t
        positivity
    have h := velocitySum_deficit w x hw hD.le
    have h2 := mul_pos hD hpos
    linarith
  · -- the excess is positive for the same reason
    have hpos : 0 < ∑ s, ‖x s‖ ^ 2 :=
      Finset.sum_pos' (fun s _ => by positivity) ⟨t, Finset.mem_univ t, by positivity⟩
    have h := lengthSum_shift w x D
    have h2 := mul_pos hD hpos
    linarith
```

Despite its name, `scissors_sum_rule` compares sums and does not fix their value: no electron number enters, as it would in the Thomas–Reiche–Kuhn rule.

## The geometric-mean bound and the velocity rescaling

Mathlib's form of Cauchy–Schwarz asks for nonnegative terms and a termwise bound on the squares. Here that bound is an equality, hence `le_of_eq`.

```lean
/-- For positive transition energies and a shift `D ≥ 0`, the square of the unshifted
oscillator sum is at most the product of the fixed-dipole and fixed-velocity sums. -/
theorem sq_lengthSum_le (w : ι → ℝ) (x : ι → ℂ) {D : ℝ}
    (hw : ∀ s, 0 < w s) (hD : 0 ≤ D) :
    lengthSum w x ^ 2 ≤ lengthSum (fun s => w s + D) x *
      velocitySum (fun s => w s + D) (fun s => velocity (w s) (x s)) := by
  simp only [lengthSum, velocitySum, norm_velocity_sq]
  -- Cauchy-Schwarz: each unshifted strength is the geometric mean of the corrected ones
  refine Finset.sum_sq_le_sum_mul_sum_of_sq_le_mul Finset.univ
    (fun s _ => ?_) (fun s _ => ?_) (fun s _ => ?_)
  · have := hw s
    positivity
  · have := hw s
    positivity
  · have h : w s + D ≠ 0 := by linarith [hw s]
    refine le_of_eq ?_
    field_simp
```

The last theorem concerns one transition. Its forward direction cancels |x|² and takes the nonnegative square root with `sq_eq_sq₀`; the reverse is algebra. Without `hr`, the factor −(w + D)/w would also reproduce the strength.

```lean
/-- For a transition with energy `w > 0`, nonzero dipole and shift `D ≥ 0`, the old velocity
rescaled by `r ≥ 0` gives the shifted length-form strength exactly when `r = (w + D) / w`. -/
theorem velocity_rescaling_iff {w D r : ℝ} {x : ℂ}
    (hw : 0 < w) (hD : 0 ≤ D) (hr : 0 ≤ r) (hx : x ≠ 0) :
    ‖(r : ℂ) * velocity w x‖ ^ 2 / (w + D) = (w + D) * ‖x‖ ^ 2 ↔ r = (w + D) / w := by
  have hwD : 0 < w + D := by linarith
  have hn : ‖x‖ ^ 2 ≠ 0 := pow_ne_zero 2 (norm_ne_zero_iff.mpr hx)
  rw [norm_mul, mul_pow, norm_velocity_sq, Complex.norm_real, Real.norm_eq_abs, sq_abs,
    div_eq_iff hwD.ne', eq_div_iff hw.ne']
  constructor
  · intro h
    -- cancel the dipole strength, then take the nonnegative square root
    have hsq : (r * w) ^ 2 = (w + D) ^ 2 :=
      mul_right_cancel₀ hn (by linear_combination h)
    exact (sq_eq_sq₀ (mul_nonneg hr hw.le) hwD.le).mp hsq
  · intro h
    linear_combination ‖x‖ ^ 2 * (r * w + (w + D)) * h

end

end ScissorsSumRule
```

```lean
#print axioms ScissorsSumRule.velocityOp_scissors
-- 'ScissorsSumRule.velocityOp_scissors' depends on axioms: [propext, Classical.choice, Quot.sound]
#print axioms ScissorsSumRule.scissors_sum_rule
-- 'ScissorsSumRule.scissors_sum_rule' depends on axioms: [propext, Classical.choice, Quot.sound]
#print axioms ScissorsSumRule.sq_lengthSum_le
-- 'ScissorsSumRule.sq_lengthSum_le' depends on axioms: [propext, Classical.choice, Quot.sound]
#print axioms ScissorsSumRule.velocity_rescaling_iff
-- 'ScissorsSumRule.velocity_rescaling_iff' depends on axioms: [propext, Classical.choice, Quot.sound]
```
